# $J_y = U J_x U^*$ and the real orthogonal matrix $d(b) = e^{-ibJ_y}$

Q: Take spin one half with $\hbar = 1$ and the basis ordered up, down. The raising operator is $A = \begin{pmatrix}0&1\\0&0\end{pmatrix}$, so $J_x = (A + A^T)/2 = \sigma_x/2$ and $J_y = (A - A^T)/(2i) = \sigma_y/2$, with $\sigma_x, \sigma_y$ the Pauli matrices. How are $J_x$ and $J_y$ related, and why is $e^{-ibJ_y}$ a real matrix for a real angle $b$?

A: Let $U = \mathrm{diag}(1, i)$ and let $U^*$ be its conjugate transpose. Number rows and columns from $0$. In $U J_x U^*$ the entry $(0,1)$ is $1 \cdot \tfrac12 \cdot (-i) = -i/2$ and the entry $(1,0)$ is $i \cdot \tfrac12 \cdot 1 = i/2$, which is $\sigma_y/2$. Separately, for a real angle $b$, the exponent $-ibJ_y = \tfrac b2\begin{pmatrix}0&-1\\1&0\end{pmatrix}$ is real and antisymmetric, so $d(b) = e^{-ibJ_y}$ is a real orthogonal matrix.

Q: And for size $n$?

A: Let $A$ be real $n \times n$ with $A_{jk} = 0$ unless $k = j+1$, where $j,k$ run from $0$ to $n-1$, and let $U = \mathrm{diag}(i^k)$. Each diagonal entry of $UU^*$ is $i^k(-i)^k = 1$. Conjugation gives
$$(U J_x U^*)_{jk} = i^j(-i)^k\,\tfrac12(A_{jk} + A_{kj}).$$
For $k = j+1$ the phase is $-i$ and $A_{kj} = 0$, leaving $-\tfrac i2 A_{jk}$. For $j = k+1$ the phase is $+i$ and $A_{jk} = 0$, leaving $+\tfrac i2 A_{kj}$. All other entries vanish. These are the entries of $J_y = -\tfrac i2(A - A^T)$. Since $U^* = U^{-1}$, every power obeys $(UXU^*)^m = UX^mU^*$ for a matrix $X$, and the exponential series gives $d(b) = U e^{-ibJ_x} U^*$.

Q: The product on the right has complex factors.

A: Its reality comes from a second argument that needs only a real $A$. Put $K = -ibJ_y = -\tfrac b2(A - A^T)$. As $K$ is real, $K^* = K^T$, hence $(e^K)^* = e^{K^*} = e^{K^T} = (e^K)^T$, and a matrix whose adjoint equals its transpose has real entries. The exponents $-iaJ_y$ and $-ibJ_y$ commute for real $a, b$, so $d(a)d(b) = d(a+b)$. From $K^T = -K$ follows $d(b)^T = d(-b)$, so $d(b)^Td(b) = d(0) = 1$. Applied at $b/2$ this gives $(\det d(b/2))^2 = 1$, and $d(b) = d(b/2)^2$ then gives $\det d(b) = 1$.

Q: I accept the algebra. My doubt is whether the Lean objects are these objects.

A: The state space is $\mathbb C^n$ with a fixed orthonormal basis labelled by `Fin n`, the integers $0$ to $n-1$. The matrix $A$ has entries in $\mathbb R$ by its type, and `cx` copies a real matrix into the complex matrices entry by entry.

```lean
import Mathlib

open Matrix Complex

namespace RealRotationAboutY

noncomputable section

variable {n : ℕ}

/-- A real matrix regarded as a complex matrix. -/
def cx (M : Matrix (Fin n) (Fin n) ℝ) : Matrix (Fin n) (Fin n) ℂ :=
  M.map (fun x => (x : ℂ))
```

`Superdiag A` is the support condition, with the indices compared as natural numbers, so the last row does not wrap around to the first column.

```lean
/-- `A` is supported on the superdiagonal: `A j k = 0` unless `k = j + 1`. -/
def Superdiag (A : Matrix (Fin n) (Fin n) ℝ) : Prop :=
  ∀ j k : Fin n, (k : ℕ) ≠ (j : ℕ) + 1 → A j k = 0
```

`Jx`, `Jy` and `U` are the formulas above; `ᵀ` is the transpose and `ᴴ`, used later, the conjugate transpose.

```lean
/-- The operator `Jx = (A + Aᵀ) / 2` built from a real matrix `A`. -/
def Jx (A : Matrix (Fin n) (Fin n) ℝ) : Matrix (Fin n) (Fin n) ℂ :=
  (1 / 2 : ℂ) • (cx A + (cx A)ᵀ)

/-- The operator `Jy = (A - Aᵀ) / (2 i)` built from a real matrix `A`. -/
def Jy (A : Matrix (Fin n) (Fin n) ℝ) : Matrix (Fin n) (Fin n) ℂ :=
  (1 / (2 * I) : ℂ) • (cx A - (cx A)ᵀ)

/-- The diagonal phase matrix `U = diag(i ^ k)`. -/
def U (n : ℕ) : Matrix (Fin n) (Fin n) ℂ :=
  diagonal fun k => I ^ (k : ℕ)
```

`rot J b` is $e^{-ibJ}$ for any complex matrix $J$, which fixes the sign of the angle and $\hbar = 1$. Then `d A b` is $e^{-ibJ_y}$, a complex matrix, and `dRe A b` is its entrywise real part.

```lean
/-- The operator `exp(-i b J)` generated by `J` at real angle `b`. -/
def rot (J : Matrix (Fin n) (Fin n) ℂ) (b : ℝ) : Matrix (Fin n) (Fin n) ℂ :=
  NormedSpace.exp ((-(I * (b : ℂ))) • J)

/-- The matrix `d(b) = exp(-i b Jy)`. -/
def d (A : Matrix (Fin n) (Fin n) ℝ) (b : ℝ) : Matrix (Fin n) (Fin n) ℂ :=
  rot (Jy A) b

/-- The entrywise real part of `d(b)`. -/
def dRe (A : Matrix (Fin n) (Fin n) ℝ) (b : ℝ) : Matrix (Fin n) (Fin n) ℝ :=
  (d A b).map Complex.re
```

Q: Here is the objection. Nothing says that $A$ raises a spin. There is no $J_z$, no commutator $[J_x, J_y] = iJ_z$, no square-root matrix elements.

A: That is accurate, and the argument uses none of them. For spin $s$ take $n = 2s+1$ and let index $k$ label the state with magnetic quantum number $m = s - k$. With the usual phase choice, $J_+$ has real entries $\sqrt{s(s+1) - m(m+1)}$ connecting $m$ to $m+1$, so it sits on the superdiagonal, and $d(b)$ is then Wigner's small $d$-matrix. For other superdiagonal entries `Jx` and `Jy` need not be spin components, and the theorems still apply. What they deliver is the conjugation identity, reality, orthogonality, unit determinant and angle addition. Wigner's explicit sum for the entries and the value $d(2\pi) = (-1)^{2s}$ depend on the spin matrix elements and are not among the statements. In quantum mechanics $d$ is the middle factor of the rotation matrix of a multiplet in the $z$-$y$-$z$ Euler-angle convention, and the result concerns that one-parameter factor alone, on a finite-dimensional space.

Q: Why should a diagonal matrix of powers of $i$ turn $x$ into $y$?

A: In the spin case $J_z = \mathrm{diag}(s-k)$, so $e^{-i(\pi/2)J_z} = e^{-i\pi s/2}\,U$. Up to a phase that cancels in the conjugation, $U$ is the quarter turn about $z$. This reading, like my later comments on conventions and numerics, is ordinary reasoning that Lean has not checked.

Q: Then show me that the proof follows your steps.

A: `U_unitary` multiplies the two diagonal matrices and reduces each entry to $(i\,\bar i)^k = 1$ through `hI`.

```lean
/-- The phase matrix satisfies `U U* = 1`. -/
theorem U_unitary (n : ℕ) : U n * (U n)ᴴ = 1 := by
  have hI : I * star I = 1 := by simp
  unfold U
  rw [diagonal_conjTranspose, diagonal_mul_diagonal, ← diagonal_one]
  refine congrArg diagonal (funext fun k => ?_)
  show I ^ (k : ℕ) * star (I ^ (k : ℕ)) = 1
  rw [star_pow, ← mul_pow, hI, one_pow]
```

In `Jy_eq_conj`, `e` is the entry formula with phase $i^j(-i)^k$, `h2` rewrites $1/(2i)$ as $-i/2$, and `hs` is $i^m(-i)^m = 1$. The two `by_cases` give my three cases. On the superdiagonal `hA k j` removes $A_{kj}$, `pow_succ` peels off the extra factor $-i$, and `linear_combination` closes the equation with a multiple of `hs j`. The subdiagonal is the same with the factor $+i$ and `hs k`. In the remaining case, which includes the diagonal, both sides are zero.

```lean
/-- For superdiagonal `A`, `Jy = U Jx U*`. -/
theorem Jy_eq_conj {A : Matrix (Fin n) (Fin n) ℝ} (hA : Superdiag A) :
    Jy A = U n * Jx A * (U n)ᴴ := by
  have hs : ∀ m : ℕ, I ^ m * (-I) ^ m = 1 := fun m => by
    rw [← mul_pow]
    simp
  have h2 : (1 / (2 * I) : ℂ) = -I / 2 := by
    rw [div_eq_iff (mul_ne_zero two_ne_zero I_ne_zero)]
    linear_combination Complex.I_mul_I
  ext j k
  -- conjugation by U multiplies the entry (j, k) by i^j (-i)^k
  have e : (U n * Jx A * (U n)ᴴ) j k = I ^ (j : ℕ) * Jx A j k * (-I) ^ (k : ℕ) := by
    unfold U
    rw [diagonal_conjTranspose, mul_diagonal, diagonal_mul]
    simp
  rw [e]
  unfold Jy
  rw [h2]
  simp only [Jx, cx, Matrix.smul_apply, Matrix.add_apply, Matrix.sub_apply,
    Matrix.transpose_apply, Matrix.map_apply, smul_eq_mul]
  by_cases hk : (k : ℕ) = (j : ℕ) + 1
  · -- superdiagonal: the phase is -i
    rw [hA k j (by omega), hk, pow_succ]
    push_cast
    linear_combination (I * (A j k : ℂ) / 2) * hs j
  · by_cases hj : (j : ℕ) = (k : ℕ) + 1
    · -- subdiagonal: the phase is +i
      rw [hA j k hk, hj, pow_succ]
      push_cast
      linear_combination (-(I * (A k j : ℂ) / 2)) * hs k
    · rw [hA j k hk, hA k j hj]
      simp
```

`rot_add` splits the exponent at $a+b$ into a sum and applies `Matrix.exp_add_of_commute` to two multiples of one matrix. It holds for every complex $J$, Hermitian or not.

```lean
/-- For any generator `J`, `exp(-i a J) exp(-i b J) = exp(-i (a + b) J)`. -/
theorem rot_add (J : Matrix (Fin n) (Fin n) ℂ) (a b : ℝ) :
    rot J a * rot J b = rot J (a + b) := by
  have h : (-(I * ((a + b : ℝ) : ℂ))) • J
      = (-(I * (a : ℂ))) • J + (-(I * (b : ℂ))) • J := by
    rw [← add_smul]
    congr 1
    push_cast
    ring
  unfold rot
  rw [h, Matrix.exp_add_of_commute _ _ (((Commute.refl J).smul_left _).smul_right _)]
```

`generator_real` identifies the exponent with the real matrix $K$, using $i \cdot \tfrac{1}{2i} = \tfrac12$.

```lean
/-- The exponent `-i b Jy` equals the real matrix `-(b / 2) (A - Aᵀ)`. -/
theorem generator_real (A : Matrix (Fin n) (Fin n) ℝ) (b : ℝ) :
    (-(I * (b : ℂ))) • Jy A = cx ((-(b / 2)) • (A - Aᵀ)) := by
  have h : I * (1 / (2 * I)) = 1 / 2 := by
    rw [mul_one_div, div_eq_iff (mul_ne_zero two_ne_zero I_ne_zero)]
    ring
  ext j k
  simp only [Jy, cx, Matrix.smul_apply, Matrix.sub_apply, Matrix.transpose_apply,
    Matrix.map_apply, smul_eq_mul]
  push_cast
  linear_combination (-((b : ℂ) * ((A j k : ℂ) - (A k j : ℂ)))) * h
```

Q: `dRe` worries me. Taking a real part could discard something and leave an orthogonality claim about a different matrix.

A: `d_real` excludes that: `d A b = cx (dRe A b)` says that nothing was discarded. Its step `h` is the chain $(e^K)^* = e^{K^*} = e^{K^T} = (e^K)^T$, and reading it at position $(k,j)$ gives $\overline{d_{jk}} = d_{jk}$.

```lean
/-- For any real `A`, `d(b)` equals its entrywise real part. -/
theorem d_real (A : Matrix (Fin n) (Fin n) ℝ) (b : ℝ) : d A b = cx (dRe A b) := by
  have hX : ∀ K : Matrix (Fin n) (Fin n) ℝ, (cx K)ᴴ = (cx K)ᵀ := fun K => by
    ext j k
    simp [cx]
  -- adjoint and transpose agree on the exponent, hence on its exponential
  have h : (d A b)ᴴ = (d A b)ᵀ := by
    unfold d rot
    rw [generator_real, ← Matrix.exp_conjTranspose, hX, Matrix.exp_transpose]
  ext j k
  have hjk : (starRingEnd ℂ) (d A b j k) = d A b j k := congrFun (congrFun h k) j
  exact (Complex.conj_eq_iff_re.1 hjk).symm
```

`d_transpose` moves the transpose inside the exponential and compares exponents entry by entry.

```lean
/-- For any real `A`, the transpose of `d(b)` is `d(-b)`. -/
theorem d_transpose (A : Matrix (Fin n) (Fin n) ℝ) (b : ℝ) : (d A b)ᵀ = d A (-b) := by
  unfold d rot
  rw [← Matrix.exp_transpose]
  refine congrArg _ ?_
  ext j k
  simp only [Jy, cx, Matrix.smul_apply, Matrix.sub_apply, Matrix.transpose_apply,
    Matrix.map_apply, smul_eq_mul]
  push_cast
  ring
```

`dRe_special_orthogonal` carries the complex identities down to real matrices. The facts `inj`, `mul`, `tr` and `one` say that `cx` is injective and respects products, transposes and the identity. Then `grp` is angle addition, `orth` is $d(-t)d(t) = d(0) = 1$ for a real angle $t$, and `h1` and `h2` are the half-angle argument for the determinant. No support condition appears.

```lean
/-- For any real `A`, the real part of `d` is orthogonal, has determinant one and
adds angles under multiplication. -/
theorem dRe_special_orthogonal (A : Matrix (Fin n) (Fin n) ℝ) (a b : ℝ) :
    (dRe A b)ᵀ * dRe A b = 1 ∧ (dRe A b).det = 1 ∧ dRe A a * dRe A b = dRe A (a + b) := by
  have inj : ∀ M N : Matrix (Fin n) (Fin n) ℝ, cx M = cx N → M = N := fun M N h => by
    ext j k
    exact Complex.ofReal_injective (congrFun (congrFun h j) k)
  have mul : ∀ M N : Matrix (Fin n) (Fin n) ℝ, cx (M * N) = cx M * cx N := fun M N => by
    ext j k
    simp [cx, Matrix.mul_apply]
  have tr : ∀ M : Matrix (Fin n) (Fin n) ℝ, cx Mᵀ = (cx M)ᵀ := fun M => rfl
  have one : cx (1 : Matrix (Fin n) (Fin n) ℝ) = 1 := by
    ext j k
    by_cases h : j = k <;> simp [cx, Matrix.one_apply, h]
  have grp : ∀ s t : ℝ, dRe A s * dRe A t = dRe A (s + t) := fun s t => by
    apply inj
    rw [mul, ← d_real, ← d_real, ← d_real]
    exact rot_add _ s t
  -- d(t)ᵀ d(t) = d(-t) d(t) = d(0) = 1
  have orth : ∀ t : ℝ, (dRe A t)ᵀ * dRe A t = 1 := fun t => by
    apply inj
    rw [mul, tr, one, ← d_real, d_transpose]
    unfold d
    rw [rot_add]
    simp [rot]
  refine ⟨orth b, ?_, grp a b⟩
  -- d(b) = d(b/2) d(b/2), and det d(b/2) squares to one
  have h1 := congrArg Matrix.det (orth (b / 2))
  rw [det_mul, det_transpose, det_one] at h1
  have h2 := grp (b / 2) (b / 2)
  rw [add_halves] at h2
  rw [← h2, det_mul, h1]
```

Q: Read me the main theorem.

A: For any $n$, any real superdiagonal $A$ and any real $a, b$, six things hold: $J_y = UJ_xU^*$; $d(b) = Ue^{-ibJ_x}U^*$; $d(b)$ equals its real part; that real matrix satisfies $d^Td = 1$; its determinant is $1$; and $d(a)d(b) = d(a+b)$. The hypothesis `hA` enters only the first two. At $n = 1$ it forces $A = 0$ and $d(b) = 1$, so $n = 2$ is the first size with content. The one new step is the second claim: `hinv` identifies $U^{-1}$ with $U^*$, `hu` records that $U$ is invertible, and `Matrix.exp_conj` moves the conjugation through the exponential.

```lean
/-- For superdiagonal real `A`: `Jy = U Jx U*`, `d(b) = U exp(-i b Jx) U*`, `d(b)` is a real
orthogonal matrix of determinant one, and `d(a) d(b) = d(a + b)`. -/
theorem d_matrix_main {A : Matrix (Fin n) (Fin n) ℝ} (hA : Superdiag A) (a b : ℝ) :
    Jy A = U n * Jx A * (U n)ᴴ ∧ d A b = U n * rot (Jx A) b * (U n)ᴴ ∧
      d A b = cx (dRe A b) ∧ (dRe A b)ᵀ * dRe A b = 1 ∧ (dRe A b).det = 1 ∧
      d A a * d A b = d A (a + b) := by
  obtain ⟨ho, hd, -⟩ := dRe_special_orthogonal A a b
  refine ⟨Jy_eq_conj hA, ?_, d_real A b, ho, hd, rot_add _ a b⟩
  have hinv : (U n)⁻¹ = (U n)ᴴ := Matrix.inv_eq_right_inv (U_unitary n)
  have hu : IsUnit (U n) :=
    ⟨⟨U n, (U n)ᴴ, U_unitary n, mul_eq_one_comm.1 (U_unitary n)⟩, rfl⟩
  -- the exponential commutes with conjugation by U
  unfold d rot
  rw [Jy_eq_conj hA, ← hinv, ← Matrix.exp_conj _ _ hu, Matrix.mul_smul, Matrix.smul_mul]
```

`superdiag_witness` confirms the case you opened with: that $A$ is superdiagonal and yields $\sigma_x/2$ and $\sigma_y/2$.

```lean
/-- The matrix `[[0, 1], [0, 0]]` is superdiagonal, and its `Jx` and `Jy` are one half of the
Pauli matrices `[[0, 1], [1, 0]]` and `[[0, -i], [i, 0]]`. -/
theorem superdiag_witness :
    Superdiag (!![0, 1; 0, 0] : Matrix (Fin 2) (Fin 2) ℝ) ∧
      Jx (!![0, 1; 0, 0] : Matrix (Fin 2) (Fin 2) ℝ) = (1 / 2 : ℂ) • !![0, 1; 1, 0] ∧
      Jy (!![0, 1; 0, 0] : Matrix (Fin 2) (Fin 2) ℝ) = (1 / 2 : ℂ) • !![0, -I; I, 0] := by
  refine ⟨?_, ?_, ?_⟩
  · intro j k h
    fin_cases j <;> fin_cases k <;> simp_all
  · ext j k
    fin_cases j <;> fin_cases k <;> simp [Jx, cx]
  · ext j k
    fin_cases j <;> fin_cases k <;> simp [Jy, cx] <;> ring
```

Q: Suppose I order the basis by increasing $m$. Then $J_+$ is subdiagonal.

A: Then this $U$ is the wrong one. For $A = \begin{pmatrix}0&0\\1&0\end{pmatrix}$ the entry $(0,1)$ of $J_y$ is $+i/2$, while that of $UJ_xU^*$ is $-i/2$; `subdiag_counterexample` compares their imaginary parts. For a subdiagonal $A$ the same phase count gives $UJ_xU^* = -J_y$, so $U$ and $U^*$ exchange roles. Reality, orthogonality and angle addition are unaffected, since they were proved for every real $A$.

```lean
/-- For the subdiagonal matrix `[[0, 0], [1, 0]]`, `Jy` differs from `U Jx U*`. -/
theorem subdiag_counterexample :
    Jy (!![0, 0; 1, 0] : Matrix (Fin 2) (Fin 2) ℝ)
      ≠ U 2 * Jx (!![0, 0; 1, 0] : Matrix (Fin 2) (Fin 2) ℝ) * (U 2)ᴴ := by
  intro h
  unfold U at h
  rw [diagonal_conjTranspose] at h
  have h01 := congrFun (congrFun h 0) 1
  rw [mul_diagonal, diagonal_mul] at h01
  have him := congrArg Complex.im h01
  norm_num [Jx, Jy, cx] at him

end

end RealRotationAboutY
```

```lean
#print axioms RealRotationAboutY.d_matrix_main
#print axioms RealRotationAboutY.subdiag_counterexample
```

```
'RealRotationAboutY.d_matrix_main' depends on axioms: [propext, Classical.choice, Quot.sound]
'RealRotationAboutY.subdiag_counterexample' depends on axioms: [propext, Classical.choice, Quot.sound]
```

Q: Could one have avoided the complex detour by defining $d(b)$ as the exponential of $-\tfrac b2(A - A^T)$ among real matrices?

A: Yes. Reality would then hold by the type, and `dRe` would disappear. The work would move elsewhere: one would have to prove that this real exponential, embedded by `cx`, equals $e^{-ibJ_y}$ before relating it to $J_x$. With the present definition `d A b` is literally $e^{-ibJ_y}$, and its reality is a theorem.

Q: Where would I meet the conjugation in a computation?

A: $J_x$ is real, symmetric and tridiagonal. A real symmetric eigensolver gives $J_x = V\,\mathrm{diag}(\lambda_l)\,V^T$ with $V$ real orthogonal and real eigenvalues $\lambda_l$, and the second claim of the theorem becomes
$$d_{jk}(b) = i^{\,j-k}\sum_l V_{jl}V_{kl}\,e^{-ib\lambda_l}.$$
One diagonalisation serves all angles. Because $d(b)$ is real, only the cosine sum contributes when $j-k$ is even and only the sine sum when $j-k$ is odd, so the evaluation can stay in real arithmetic. The identities $d^Td = 1$ and $d(a)d(b) = d(a+b)$ give a partial consistency check on the computed matrices; a common rescaling of all $\lambda_l$, for instance, leaves both identities intact.
